# Matched to the static response and f-sum of a finite set of poles, the matrix plasmon-pole model never underscreens at imaginary frequency

Take a response with two poles of unit weight, at $w_1^2=1$ and $w_2^2=3$. At imaginary frequency $i\nu$ it is

$$X(\nu)=\frac{1}{1+\nu^2}+\frac{1}{3+\nu^2}.$$

Its static value is $S=4/3$ and its total weight is $F=2$. The single pole with the same two numbers is $K(\nu)=(S^{-1}+\nu^2F^{-1})^{-1}$. At $\nu=1$ the response is $X=0.75$ and the model gives $K=0.8$. The excess is a sum of squares, one per pole:

$$0.05=\tfrac12\left(\tfrac14\cdot\tfrac45\right)^2+\tfrac1{12}\left(-\tfrac34\cdot\tfrac45\right)^2 .$$

The numbers $\tfrac14$ and $-\tfrac34$ are $S^{-1}-w_s^2F^{-1}$, which measure how far each pole is from the model's single pole. The same decomposition holds for matrices.

## The gap as a sum of positive terms

Let $A_s$ be finitely many positive semidefinite complex matrices and let $w_s>0$. Define

$$X(\nu)=\sum_s\frac{A_s}{w_s^2+\nu^2},\qquad S=\sum_s\frac{A_s}{w_s^2},\qquad F=\sum_s A_s,$$

and assume that $S$ is positive definite. With $G=S^{-1}+\nu^2F^{-1}$ and $K=G^{-1}$, the claim is that $K-X$ is positive semidefinite for every real $\nu$. This is the Loewner order $X\le K$. The inverses are those of whole matrices: a plasmon-pole model fitted to $S$ and $F$ separately for each matrix element is a different model, and it need not obey this inequality.

**The inverses exist.** Choose $M>0$ with $M\ge 1/w_s^2$ for all $s$. Then

$$MF=S+\sum_s\left(M-\frac1{w_s^2}\right)A_s ,$$

a positive definite matrix plus a positive semidefinite one. So $F$ is positive definite, and hence so are $G$ and $K$.

**Both constraints are met.** At $\nu=0$, $K=S=X$. As $\nu\to\infty$, $\nu^2/(w_s^2+\nu^2)\to1$ gives $\nu^2X\to F$, while $\nu^2K=(\nu^{-2}S^{-1}+F^{-1})^{-1}\to F$.

**Completing the square.** Put $D_s=S^{-1}-w_s^2F^{-1}$ and $c_s=\nu^2/\big(w_s^2(w_s^2+\nu^2)\big)$. Then

$$c_sD_sA_sD_s=\frac{S^{-1}A_sS^{-1}}{w_s^2}+\nu^2F^{-1}A_sF^{-1}-\frac{GA_sG}{w_s^2+\nu^2}.$$

To check this, compare coefficients on the two sides:

- $S^{-1}A_sS^{-1}$: $\frac1{w_s^2}-\frac1{w_s^2+\nu^2}=c_s$.
- $F^{-1}A_sF^{-1}$: $\nu^2-\frac{\nu^4}{w_s^2+\nu^2}=c_sw_s^4$.
- Each mixed product: $-\frac{\nu^2}{w_s^2+\nu^2}=-c_sw_s^2$.

Summing over $s$, the first two terms on the right give $S^{-1}+\nu^2F^{-1}=G$, so the total is $G-GXG$. Multiplying by $K$ on both sides gives

$$K-X=\sum_s c_s\,(D_sK)^\dagger A_s\,(D_sK),$$

because $D_s$ and $K$ are Hermitian. For any vector $y$, put $u_s=D_sKy$. Then $y^\dagger(K-X)y=\sum_s c_s\,u_s^\dagger A_su_s\ge0$.

The order of the factors needs care, since the scalar case hides it. Writing $K D_s$ in place of $D_sK$ still gives a positive semidefinite sum, so a positivity check does not reveal the error, but that sum is in general not $K-X$.

## Poles, residues and the model in Lean

The type `n` labels basis functions and `ι` labels poles; both are finite.

```lean
import Mathlib

open Matrix Filter Topology
open scoped ComplexOrder

namespace MatrixPlasmonPole

noncomputable section

variable {n ι : Type*} [Fintype n] [DecidableEq n] [Fintype ι]
```

The response carries the sign that makes it positive. For real transition amplitudes $\rho_s$ and $\hbar=1$, one has $A_s=2w_s\rho_s\rho_s^{T}$, with $w_s$ the excitation energies.

```lean
/-- The many-pole response `∑ A_s / (w_s² + ν²)` at imaginary frequency `iν`, with the sign
chosen positive; the domain is `w_s² + ν² ≠ 0`. -/
def response (A : ι → Matrix n n ℂ) (w : ι → ℝ) (ν : ℝ) : Matrix n n ℂ :=
  ∑ s, (w s ^ 2 + ν ^ 2)⁻¹ • A s
```

The next two definitions are $S$ and $F$, the data to which the model is fitted.

```lean
/-- The static response `S = ∑ A_s / w_s²`, for nonzero `w_s`. -/
def staticResponse (A : ι → Matrix n n ℂ) (w : ι → ℝ) : Matrix n n ℂ :=
  ∑ s, (w s ^ 2)⁻¹ • A s

/-- The f-sum matrix `F = ∑ A_s`. -/
def fSum (A : ι → Matrix n n ℂ) : Matrix n n ℂ := ∑ s, A s
```

`inverseModel` is $G$, `poleModel` is $K$, and `mismatch` is $D_s$.

```lean
/-- The inverse `S⁻¹ + ν² F⁻¹` of the plasmon-pole response, for invertible `S`, `F` and
`S⁻¹ + ν² F⁻¹`. -/
def inverseModel (A : ι → Matrix n n ℂ) (w : ι → ℝ) (ν : ℝ) : Matrix n n ℂ :=
  (staticResponse A w)⁻¹ + ν ^ 2 • (fSum A)⁻¹

/-- The matrix plasmon-pole model `(S⁻¹ + ν² F⁻¹)⁻¹`, for invertible `S`, `F` and
`S⁻¹ + ν² F⁻¹`. -/
def poleModel (A : ι → Matrix n n ℂ) (w : ι → ℝ) (ν : ℝ) : Matrix n n ℂ :=
  (inverseModel A w ν)⁻¹

/-- The mismatch `D_s = S⁻¹ - w_s² F⁻¹` between pole `s` and the model, for invertible
`S` and `F`. -/
def mismatch (A : ι → Matrix n n ℂ) (w : ι → ℝ) (s : ι) : Matrix n n ℂ :=
  (staticResponse A w)⁻¹ - w s ^ 2 • (fSum A)⁻¹
```

## Positivity and the two constraints

Positive definiteness of `staticResponse` says that every nonzero potential in the basis induces a static response. A constant potential acting on a closed system induces none, so if the span of the basis contains one, it has to be projected out first. The next proof takes $M=1+\sum_s 1/w_s^2$, and `hF` is the decomposition of $MF$ divided by $M$.

```lean
variable {A : ι → Matrix n n ℂ} {w : ι → ℝ}

omit [Fintype n] [DecidableEq n] in
/-- If the residues are positive semidefinite and the static response is positive definite,
then the f-sum matrix is positive definite. -/
theorem fSum_posDef (hA : ∀ s, (A s).PosSemidef) (hS : (staticResponse A w).PosDef) :
    (fSum A).PosDef := by
  have h0 : ∀ s, 0 ≤ (w s ^ 2)⁻¹ := fun s => by positivity
  obtain ⟨M, hM, hle⟩ : ∃ M : ℝ, 0 < M ∧ ∀ s, (w s ^ 2)⁻¹ ≤ M := by
    refine ⟨1 + ∑ s, (w s ^ 2)⁻¹, ?_, fun s => ?_⟩
    · have := Finset.sum_nonneg (fun s (_ : s ∈ Finset.univ) => h0 s)
      linarith
    · have := Finset.single_le_sum (fun s _ => h0 s) (Finset.mem_univ s)
      linarith
  -- a positive multiple of F is S plus a positive semidefinite remainder
  have hF : fSum A = M⁻¹ • (staticResponse A w + ∑ s, (M - (w s ^ 2)⁻¹) • A s) := by
    rw [staticResponse, ← Finset.sum_add_distrib, Finset.smul_sum, fSum]
    refine Finset.sum_congr rfl fun s _ => ?_
    rw [← add_smul, smul_smul, add_sub_cancel, inv_mul_cancel₀ hM.ne', one_smul]
  rw [hF]
  exact (hS.add_posSemidef (Matrix.posSemidef_sum _ fun s _ =>
    (hA s).smul (sub_nonneg.2 (hle s)))).smul (inv_pos.2 hM)
```

Lean assigns a value even to the inverse of a singular matrix; the hypothesis on $S$, `fSum_posDef` above and `inverseModel_posDef` below ensure that the inverses used here are true ones.

```lean
/-- For positive semidefinite residues and positive definite static response, the inverse
`S⁻¹ + ν² F⁻¹` of the model is positive definite at every real `ν`. -/
theorem inverseModel_posDef (hA : ∀ s, (A s).PosSemidef)
    (hS : (staticResponse A w).PosDef) (ν : ℝ) : (inverseModel A w ν).PosDef :=
  hS.inv.add_posSemidef ((fSum_posDef hA hS).inv.posSemidef.smul (sq_nonneg ν))
```

At $\nu=0$ the $F^{-1}$ term drops out, so the next proof uses only the hypothesis on $S$. For the model itself to be well defined, $F$ must be invertible too, which `fSum_posDef` guarantees when the residues are positive semidefinite.

```lean
/-- The model reproduces the response at zero frequency if the static response is positive
definite. -/
theorem poleModel_zero (hS : (staticResponse A w).PosDef) :
    poleModel A w 0 = response A w 0 := by
  have hu := (Matrix.isUnit_iff_isUnit_det _).1 hS.isUnit
  have h : poleModel A w 0 = staticResponse A w := by
    simp [poleModel, inverseModel, Matrix.nonsing_inv_nonsing_inv _ hu]
  rw [h]
  simp [staticResponse, response]
```

For the f-sum rule of the response, the proof writes $\nu^2/(w_s^2+\nu^2)$ as $1-w_s^2/(w_s^2+\nu^2)$ and takes the limit pole by pole.

```lean
omit [Fintype n] [DecidableEq n] in
/-- The response obeys the f-sum rule: `ν²` times it tends to `F` at large imaginary
frequency, for positive pole frequencies. -/
theorem response_fSum (hw : ∀ s, 0 < w s) :
    Tendsto (fun ν : ℝ => ν ^ 2 • response A w ν) atTop (𝓝 (fSum A)) := by
  simp only [response, fSum, Finset.smul_sum, smul_smul]
  refine tendsto_finsetSum _ fun s _ => ?_
  have h1 : Tendsto (fun ν : ℝ => (w s ^ 2 + ν ^ 2)⁻¹) atTop (𝓝 0) :=
    tendsto_inv_atTop_zero.comp
      (tendsto_atTop_add_const_left _ _ (tendsto_pow_atTop two_ne_zero))
  have h2 : Tendsto (fun ν : ℝ => ν ^ 2 * (w s ^ 2 + ν ^ 2)⁻¹) atTop (𝓝 1) := by
    have h3 := (h1.const_mul (w s ^ 2)).const_sub 1
    rw [mul_zero, sub_zero] at h3
    refine h3.congr fun ν => ?_
    have : w s ^ 2 + ν ^ 2 ≠ 0 := by have := hw s; positivity
    field_simp
    ring
  simpa using h2.smul_const (A s)
```

For the model, `ht` is the limit $\nu^{-2}S^{-1}+F^{-1}\to F^{-1}$, and `hc` is continuity of matrix inversion at $F^{-1}$. The last lines pull $\nu^2$ out of the inverse.

```lean
/-- The model obeys the same f-sum rule, for positive semidefinite residues and positive
definite static response. -/
theorem poleModel_fSum (hA : ∀ s, (A s).PosSemidef) (hS : (staticResponse A w).PosDef) :
    Tendsto (fun ν : ℝ => ν ^ 2 • poleModel A w ν) atTop (𝓝 (fSum A)) := by
  have hF := fSum_posDef hA hS
  have huF := (Matrix.isUnit_iff_isUnit_det _).1 hF.isUnit
  have huQ := (Matrix.isUnit_iff_isUnit_det _).1 hF.inv.isUnit
  have ht : Tendsto (fun ν : ℝ => (ν ^ 2)⁻¹ • (staticResponse A w)⁻¹ + (fSum A)⁻¹)
      atTop (𝓝 (fSum A)⁻¹) := by
    have h1 : Tendsto (fun ν : ℝ => (ν ^ 2)⁻¹) atTop (𝓝 0) :=
      tendsto_inv_atTop_zero.comp (tendsto_pow_atTop two_ne_zero)
    simpa using (h1.smul_const (staticResponse A w)⁻¹).add_const (fSum A)⁻¹
  have hc : ContinuousAt Inv.inv (fSum A)⁻¹ := by
    apply continuousAt_matrix_inv
    rw [Ring.inverse_eq_inv']
    exact continuousAt_inv₀ huQ.ne_zero
  have h := hc.tendsto.comp ht
  rw [Matrix.nonsing_inv_nonsing_inv _ huF] at h
  refine h.congr' ?_
  filter_upwards [eventually_gt_atTop 0] with ν hν
  have hν2 : ν ^ 2 ≠ 0 := by positivity
  have hu := (Matrix.isUnit_iff_isUnit_det _).1 (inverseModel_posDef hA hS ν).isUnit
  -- pull the factor ν² out of the inverse
  have hG : (ν ^ 2)⁻¹ • (staticResponse A w)⁻¹ + (fSum A)⁻¹
      = (ν ^ 2)⁻¹ • inverseModel A w ν := by
    rw [inverseModel, smul_add, smul_smul, inv_mul_cancel₀ hν2, one_smul]
  apply Matrix.inv_eq_right_inv
  beta_reduce
  rw [hG, smul_mul_assoc, mul_smul_comm, smul_smul, inv_mul_cancel₀ hν2, one_smul]
  exact Matrix.mul_nonsing_inv _ hu
```

## The exact gap and the inequality

In the next theorem `sq` is the completed square for one pole; `match_scalars` reduces it to the coefficient comparison made above. The helper `sand` moves a sum inside a product $P\,\cdot\,P$, `key` is the summed identity with right side $G-GXG$, and the final `calc` multiplies by $K$ from both sides.

```lean
/-- The exact gap between model and response is a weighted sum of the terms `Bᴴ A_s B`, where `B` is
the mismatch `D_s` times the model. It holds for positive semidefinite residues, positive pole
frequencies and positive definite static response. -/
theorem poleModel_sub_response (hA : ∀ s, (A s).PosSemidef) (hw : ∀ s, 0 < w s)
    (hS : (staticResponse A w).PosDef) (ν : ℝ) :
    poleModel A w ν - response A w ν = ∑ s, (ν ^ 2 / (w s ^ 2 * (w s ^ 2 + ν ^ 2))) •
      ((mismatch A w s * poleModel A w ν)ᴴ * A s * (mismatch A w s * poleModel A w ν)) := by
  have hF := fSum_posDef hA hS
  have hG := inverseModel_posDef hA hS ν
  have huS := (Matrix.isUnit_iff_isUnit_det _).1 hS.isUnit
  have huF := (Matrix.isUnit_iff_isUnit_det _).1 hF.isUnit
  have huG := (Matrix.isUnit_iff_isUnit_det _).1 hG.isUnit
  have hKG : poleModel A w ν * inverseModel A w ν = 1 := Matrix.nonsing_inv_mul _ huG
  have hGK : inverseModel A w ν * poleModel A w ν = 1 := Matrix.mul_nonsing_inv _ huG
  have hK : (poleModel A w ν)ᴴ = poleModel A w ν := hG.inv.isHermitian.eq
  have hD : ∀ s, (mismatch A w s)ᴴ = mismatch A w s := fun s => by
    rw [mismatch, Matrix.conjTranspose_sub, Matrix.conjTranspose_smul, star_trivial,
      hS.inv.isHermitian.eq, hF.inv.isHermitian.eq]
  have sand : ∀ (c : ι → ℝ) (P : Matrix n n ℂ),
      ∑ s, c s • (P * A s * P) = P * (∑ s, c s • A s) * P := fun c P => by
    simp only [Finset.mul_sum, Finset.sum_mul, mul_smul_comm, smul_mul_assoc]
  -- completing the square, pole by pole
  have sq : ∀ s, (ν ^ 2 / (w s ^ 2 * (w s ^ 2 + ν ^ 2))) •
      (mismatch A w s * A s * mismatch A w s)
      = (w s ^ 2)⁻¹ • ((staticResponse A w)⁻¹ * A s * (staticResponse A w)⁻¹)
        + ν ^ 2 • ((fSum A)⁻¹ * A s * (fSum A)⁻¹)
        - (w s ^ 2 + ν ^ 2)⁻¹ • (inverseModel A w ν * A s * inverseModel A w ν) := fun s => by
    have h1 : w s ≠ 0 := (hw s).ne'
    have h2 : w s ^ 2 + ν ^ 2 ≠ 0 := by positivity
    simp only [mismatch, inverseModel, sub_mul, mul_sub, add_mul, mul_add, smul_mul_assoc,
      mul_smul_comm]
    match_scalars <;> field_simp <;> ring
  have key : ∑ s, (ν ^ 2 / (w s ^ 2 * (w s ^ 2 + ν ^ 2))) •
      (mismatch A w s * A s * mismatch A w s)
      = inverseModel A w ν - inverseModel A w ν * response A w ν * inverseModel A w ν := by
    rw [Finset.sum_congr rfl fun s _ => sq s, Finset.sum_sub_distrib, Finset.sum_add_distrib,
      sand, sand, sand, ← Finset.smul_sum]
    change (staticResponse A w)⁻¹ * staticResponse A w * (staticResponse A w)⁻¹
      + (fSum A)⁻¹ * (ν ^ 2 • fSum A) * (fSum A)⁻¹ - _ = _
    rw [Matrix.nonsing_inv_mul _ huS, one_mul, mul_smul_comm, smul_mul_assoc,
      Matrix.nonsing_inv_mul _ huF, one_mul]
    rfl
  calc poleModel A w ν - response A w ν
      = (poleModel A w ν * inverseModel A w ν) * poleModel A w ν
        - (poleModel A w ν * inverseModel A w ν) * response A w ν
          * (inverseModel A w ν * poleModel A w ν) := by
        rw [hKG, hGK, one_mul, one_mul, mul_one]
    _ = poleModel A w ν * (inverseModel A w ν
        - inverseModel A w ν * response A w ν * inverseModel A w ν) * poleModel A w ν := by
        simp only [mul_sub, sub_mul, mul_assoc]
    _ = _ := by
        rw [← key, Finset.mul_sum, Finset.sum_mul]
        refine Finset.sum_congr rfl fun s _ => ?_
        rw [Matrix.conjTranspose_mul, hK, hD, mul_smul_comm, smul_mul_assoc]
        simp only [mul_assoc]
```

The main theorem rewrites the gap with this identity. Each term has the form $B^\dagger A_sB$ with a nonnegative weight, so the sum is positive semidefinite.

```lean
/-- **Overscreening by the matrix plasmon-pole model.** For positive semidefinite residues,
positive pole frequencies and positive definite static response, the model is at least the
response in the Loewner order at every imaginary frequency. -/
theorem response_le_poleModel (hA : ∀ s, (A s).PosSemidef) (hw : ∀ s, 0 < w s)
    (hS : (staticResponse A w).PosDef) (ν : ℝ) :
    (poleModel A w ν - response A w ν).PosSemidef := by
  rw [poleModel_sub_response hA hw hS ν]
  exact Matrix.posSemidef_sum _ fun s _ =>
    ((hA s).conjTranspose_mul_mul_same _).smul (by positivity)

end

end MatrixPlasmonPole
```

```lean
#print axioms MatrixPlasmonPole.poleModel_zero
-- 'MatrixPlasmonPole.poleModel_zero' depends on axioms: [propext, Classical.choice, Quot.sound]
#print axioms MatrixPlasmonPole.response_fSum
-- 'MatrixPlasmonPole.response_fSum' depends on axioms: [propext, Classical.choice, Quot.sound]
#print axioms MatrixPlasmonPole.poleModel_fSum
-- 'MatrixPlasmonPole.poleModel_fSum' depends on axioms: [propext, Classical.choice, Quot.sound]
#print axioms MatrixPlasmonPole.response_le_poleModel
-- 'MatrixPlasmonPole.response_le_poleModel' depends on axioms: [propext, Classical.choice, Quot.sound]
```

The inequality is not strict: with a single pole, $D_s=0$ and the model is exact. The theorem concerns imaginary frequencies and a finite number of discrete poles, and makes no statement about real frequencies or a continuous spectrum.

In a $GW$ calculation with a finite basis and a response of this discrete form, let $X$ be the sign-reversed full density response and $v$ the Coulomb matrix. The screened interaction is then $W=v-vXv$, so replacing $X$ by $K$ can only lower $W$ in the Loewner order at each imaginary frequency.
